# The sharp kinetic-energy bound for a real amplitude that vanishes at both walls of a box

For an electron between hard walls at $0$ and $L$, in a state with a real amplitude $u$, a lower bound on the kinetic energy can be sought through $u$ or through the density $n=u^2$. I choose $u$, because the Weizsaecker integrand $n'^2/(8n)$ becomes $0/0$ at the walls. In atomic units I expect

$$\int_0^L \frac{u'^2}{2}\,dx \;\ge\; \frac{\pi^2}{2L^2}\int_0^L u^2\,dx .$$

Completing the square proves it in one line, but that line contains $\cot(\pi x/L)$, which diverges at both walls. Does the boundary term really vanish if I know only that $u$ is continuously differentiable and zero at the walls? And does equality then force $u$ to be a half-wave?

## The cotangent term vanishes because $u$ does so to first order

Yes to both. Write $k=\pi/L$, $s=\sin kx$ and $W=k\cot(kx)\,u^2$. Inside the box,

$$W' = -k^2u^2+2k\cot(kx)\,uu'-k^2\cot^2(kx)\,u^2 = u'^2-k^2u^2-\bigl(u'-k\cot(kx)\,u\bigr)^2 .$$

At a wall $a$, both $u$ and $s$ vanish, so

$$\frac{u^2}{s}=u(x)\,\frac{(u(x)-u(a))/(x-a)}{(s(x)-s(a))/(x-a)}\;\to\; 0\cdot\frac{u'(a)}{k\cos ka}=0 ,$$

since $\cos ka=\pm1$. Hence $W\to0$ at both walls, and I set $W(0)=W(L)=0$. Now define

$$F(x)=\int_0^x (u'^2-k^2u^2)\,dt-W(x),\qquad F'=\bigl(u'-k\cot(kx)\,u\bigr)^2\ge0 .$$

$F$ is continuous on $[0,L]$ and rises from $F(0)=0$ to $F(L)=\int_0^L(u'^2-k^2u^2)\,dx$, which is twice the difference between the two sides of the bound. This proves the inequality.

If equality holds, $F$ is zero throughout, so $u'=k\cot(kx)\,u$ inside. Then $(u/s)'=(u's-uk\cos kx)/s^2=0$, and $u=c\sin kx$ with a constant $c$; at the walls both sides are zero. Conversely, $u=c\sin kx$ makes the square vanish, so $F$ is constant and $F(L)=0$.

## What the Lean theorem says

`BoxAmplitude L u u'` states that `u'` is the derivative of `u` on the closed box (one-sided at the walls), that it is continuous there, and that `u` is zero at both ends. The values of `u` outside the box are irrelevant, and `u` may have nodes. For such amplitudes and $L>0$, `kinetic_box_bound` gives the inequality, and equality exactly when one constant `c` satisfies $u(x)=c\sin(\pi x/L)$ on the whole closed box.

No normalisation is imposed. If $\int u^2=1$, the bound is the ground-state energy $\pi^2/(2L^2)$ of one electron in a one-dimensional box, attained for $c=\pm\sqrt{2/L}$. As $L\to\infty$ this energy tends to zero: confinement alone supplies it.

The density enters through `weizsaecker_density`, a pointwise identity: where $u\ne0$, $n'^2/(8n)=u'^2/2$. For $u$ without interior nodes, integrating it would carry the bound over to the Weizsaecker energy used in orbital-free density functionals; that integration is left to the reader.

The exact vanishing of $u$ at the walls is an idealisation: in a real well, a finite barrier lets the amplitude leak out.

```lean
import Mathlib

open Real Set Topology

namespace WeizsaeckerBox

noncomputable section

/-- A real amplitude `u` on the box `[0, L]` with continuous derivative `u'`,
vanishing at both walls. -/
structure BoxAmplitude (L : ℝ) (u u' : ℝ → ℝ) : Prop where
  hasDeriv : ∀ x ∈ Icc 0 L, HasDerivWithinAt u (u' x) (Icc 0 L) x
  cont : ContinuousOn u' (Icc 0 L)
  left : u 0 = 0
  right : u L = 0

/-- The half-wave `sin (π x / L)`, for `L ≠ 0`. -/
def mode (L x : ℝ) : ℝ := Real.sin (π * x / L)

/-- The wall term `(π/L) cot (π x / L) u²`, for `0 < x < L`. -/
def wall (L : ℝ) (u : ℝ → ℝ) (x : ℝ) : ℝ :=
  π / L * Real.cos (π * x / L) * (u x ^ 2 / mode L x)

/-- The integral of `u'² - (π/L)² u²` from the left wall to `x`, minus the wall term at `x`,
for `0 < x < L`. -/
def excess (L : ℝ) (u u' : ℝ → ℝ) (x : ℝ) : ℝ :=
  (∫ t in (0 : ℝ)..x, (u' t ^ 2 - (π / L) ^ 2 * u t ^ 2)) - wall L u x

/-- Where `u` is differentiable and non-zero, the Weizsaecker energy density `n'²/(8n)` of `n = u²`
is `u'²/2`. -/
theorem weizsaecker_density {u : ℝ → ℝ} {v x : ℝ} (hu : HasDerivAt u v x) (hx : u x ≠ 0) :
    deriv (fun t => u t ^ 2) x ^ 2 / (8 * u x ^ 2) = v ^ 2 / 2 := by
  have h2 : HasDerivAt (fun t => u t ^ 2) (2 * u x * v) x :=
    (hu.fun_pow 2).congr_deriv (by norm_num)
  rw [h2.deriv, div_eq_div_iff (by positivity) two_ne_zero]
  ring

/-- The half-wave vanishes at both walls of a box of length `L > 0` and is positive inside. -/
theorem mode_sign {L : ℝ} (hL : 0 < L) :
    mode L 0 = 0 ∧ mode L L = 0 ∧ ∀ x ∈ Ioo 0 L, 0 < mode L x := by
  refine ⟨by simp [mode], ?_, fun x hx => ?_⟩
  · rw [mode, mul_div_cancel_right₀ _ hL.ne', Real.sin_pi]
  · have hx0 := hx.1
    refine Real.sin_pos_of_pos_of_lt_pi (by positivity) ?_
    rw [div_lt_iff₀ hL]
    exact mul_lt_mul_of_pos_left hx.2 Real.pi_pos

/-- The slope of the half-wave is `(π/L) cos (π x / L)`. -/
theorem hasDerivAt_mode (L x : ℝ) :
    HasDerivAt (mode L) (Real.cos (π * x / L) * (π / L)) x :=
  ((((hasDerivAt_id' x).const_mul π).div_const L).congr_deriv (by ring)).sin

/-- If `f` and `g` vanish at `a` and are differentiable there within `s`, `g` with non-zero slope,
then `f² / g` is continuous at `a` within `s`. -/
theorem continuousWithinAt_sq_div {f g : ℝ → ℝ} {f' g' a : ℝ} {s : Set ℝ}
    (hf : HasDerivWithinAt f f' s a) (hg : HasDerivWithinAt g g' s a)
    (hfa : f a = 0) (hga : g a = 0) (hg' : g' ≠ 0) :
    ContinuousWithinAt (fun x => f x ^ 2 / g x) s a := by
  rw [← continuousWithinAt_sdiff_self]
  have h3 : ContinuousWithinAt f (s \ {a}) a := hf.continuousWithinAt.mono fun _ hy => hy.1
  have h4 := h3.tendsto.mul ((hasDerivWithinAt_iff_tendsto_slope.1 hf).div
    (hasDerivWithinAt_iff_tendsto_slope.1 hg) hg')
  rw [show f a * (f' / g') = f a ^ 2 / g a by simp [hfa]] at h4
  refine Filter.Tendsto.congr' ?_ h4
  filter_upwards [self_mem_nhdsWithin] with x hx
  simp only [Pi.div_apply, slope_def_field, hfa, hga, sub_zero]
  rw [div_div_div_cancel_right₀ (sub_ne_zero.2 hx.2)]
  ring

/-- Completing the square: where the half-wave is non-zero and `u` has derivative `u'`, the wall
term has derivative `u'² - (π/L)² u² - (u' - (π/L) cot (π x / L) u)²`. -/
theorem hasDerivAt_wall {L x v : ℝ} {u : ℝ → ℝ} (hm : mode L x ≠ 0) (hu : HasDerivAt u v x) :
    HasDerivAt (wall L u) (v ^ 2 - (π / L) ^ 2 * u x ^ 2
      - (v - π / L * Real.cos (π * x / L) / mode L x * u x) ^ 2) x := by
  have hk : HasDerivAt (fun t : ℝ => π * t / L) (π / L) x :=
    (((hasDerivAt_id' x).const_mul π).div_const L).congr_deriv (by ring)
  have hc : HasDerivAt (fun t : ℝ => Real.cos (π * t / L)) (-mode L x * (π / L)) x := hk.cos
  have h2 : HasDerivAt (fun t => u t ^ 2) (2 * u x * v) x :=
    (hu.fun_pow 2).congr_deriv (by norm_num)
  refine ((hc.const_mul (π / L)).fun_mul
    (h2.fun_div (hasDerivAt_mode L x) hm)).congr_deriv ?_
  have hr : mode L x * (mode L x)⁻¹ = 1 := mul_inv_cancel₀ hm
  generalize mode L x = s at *
  generalize Real.cos (π * x / L) = c
  generalize π / L = k
  linear_combination (2 * k * c * u x * v * s⁻¹ - k ^ 2 * u x ^ 2) * hr

/-- For a continuously differentiable amplitude vanishing at the walls of a box of length `L > 0`,
the excess is continuous up to the walls and grows inside at the rate
`(u' - (π/L) cot (π x / L) u)²`. -/
theorem excess_growth {L : ℝ} {u u' : ℝ → ℝ} (hL : 0 < L) (h : BoxAmplitude L u u') :
    ContinuousOn (excess L u u') (Icc 0 L) ∧ ∀ x ∈ Ioo 0 L, HasDerivAt (excess L u u')
      ((u' x - π / L * Real.cos (π * x / L) / mode L x * u x) ^ 2) x := by
  obtain ⟨hm0, hmL, hmpos⟩ := mode_sign hL
  have hc : ContinuousOn u (Icc 0 L) := fun y hy => (h.hasDeriv y hy).continuousWithinAt
  have hg : ContinuousOn (fun t => u' t ^ 2 - (π / L) ^ 2 * u t ^ 2) (Icc 0 L) :=
    (h.cont.pow 2).sub (continuousOn_const.mul (hc.pow 2))
  have hd : ∀ x ∈ Ioo 0 L, HasDerivAt (excess L u u')
      ((u' x - π / L * Real.cos (π * x / L) / mode L x * u x) ^ 2) x := by
    intro x hx
    have hn : Icc 0 L ∈ 𝓝 x := Icc_mem_nhds hx.1 hx.2
    have hI := intervalIntegral.integral_hasDerivAt_right
      ((hg.mono (Icc_subset_Icc_right hx.2.le)).intervalIntegrable_of_Icc hx.1.le)
      ((hg.mono Ioo_subset_Icc_self).stronglyMeasurableAtFilter isOpen_Ioo x hx)
      (hg.continuousAt hn)
    exact (hI.fun_sub (hasDerivAt_wall (hmpos x hx).ne'
      ((h.hasDeriv x (Ioo_subset_Icc_self hx)).hasDerivAt hn))).congr_deriv (by ring)
  have hp := intervalIntegral.continuousOn_primitive_interval (μ := MeasureTheory.volume)
    (a := 0) (b := L) (f := fun t => u' t ^ 2 - (π / L) ^ 2 * u t ^ 2)
    (by rw [uIcc_of_le hL.le]; exact hg.integrableOn_Icc)
  rw [uIcc_of_le hL.le] at hp
  -- at a wall both the amplitude and the half-wave vanish to first order
  have key : ∀ x ∈ Icc 0 L, u x = 0 → mode L x = 0 →
      ContinuousWithinAt (wall L u) (Icc 0 L) x := by
    intro x hx hux hmx
    have hcos : Real.cos (π * x / L) ≠ 0 := by
      intro h0
      have h1 := Real.sin_sq_add_cos_sq (π * x / L)
      rw [h0, show Real.sin (π * x / L) = 0 from hmx] at h1
      norm_num at h1
    have hk : Continuous (fun t : ℝ => π / L * Real.cos (π * t / L)) := by fun_prop
    exact hk.continuousWithinAt.mul (continuousWithinAt_sq_div (h.hasDeriv x hx)
      (hasDerivAt_mode L x).hasDerivWithinAt hux hmx
      (mul_ne_zero hcos (div_ne_zero Real.pi_ne_zero hL.ne')))
  refine ⟨fun x hx => ?_, hd⟩
  rcases eq_endpoints_or_mem_Ioo_of_mem_Icc hx with h0 | h1 | hi
  · exact (hp x hx).sub (key x hx (by rw [h0, h.left]) (by rw [h0, hm0]))
  · exact (hp x hx).sub (key x hx (by rw [h1, h.right]) (by rw [h1, hmL]))
  · exact (hd x hi).continuousAt.continuousWithinAt

/-- Sharp kinetic bound in a box of length `L > 0`: a continuously differentiable real amplitude
vanishing at both walls has `∫ u'²/2 ≥ π²/(2L²) ∫ u²`, with equality exactly for the multiples of
`sin (π x / L)`. -/
theorem kinetic_box_bound {L : ℝ} {u u' : ℝ → ℝ} (hL : 0 < L) (h : BoxAmplitude L u u') :
    π ^ 2 / (2 * L ^ 2) * (∫ x in (0 : ℝ)..L, u x ^ 2) ≤ (∫ x in (0 : ℝ)..L, u' x ^ 2 / 2) ∧
    ((∫ x in (0 : ℝ)..L, u' x ^ 2 / 2) = π ^ 2 / (2 * L ^ 2) * (∫ x in (0 : ℝ)..L, u x ^ 2) ↔
      ∃ c : ℝ, ∀ x ∈ Icc 0 L, u x = c * Real.sin (π * x / L)) := by
  obtain ⟨hm0, hmL, hmpos⟩ := mode_sign hL
  obtain ⟨hcont, hd⟩ := excess_growth hL h
  have hc : ContinuousOn u (Icc 0 L) := fun y hy => (h.hasDeriv y hy).continuousWithinAt
  have hu : ∀ x ∈ Ioo 0 L, HasDerivAt u (u' x) x := fun x hx =>
    (h.hasDeriv x (Ioo_subset_Icc_self hx)).hasDerivAt (Icc_mem_nhds hx.1 hx.2)
  have hdiff : DifferentiableOn ℝ (excess L u u') (interior (Icc 0 L)) := by
    rw [interior_Icc]
    exact fun x hx => (hd x hx).differentiableAt.differentiableWithinAt
  -- the excess increases from zero to twice the energy difference
  have hmono : MonotoneOn (excess L u u') (Icc 0 L) := by
    refine monotoneOn_of_deriv_nonneg (convex_Icc 0 L) hcont hdiff fun x hx => ?_
    rw [interior_Icc] at hx
    rw [(hd x hx).deriv]
    exact sq_nonneg _
  have h0 : excess L u u' 0 = 0 := by simp [excess, wall, h.left]
  have i1 : IntervalIntegrable (fun x => u' x ^ 2) MeasureTheory.volume 0 L :=
    (h.cont.pow 2).intervalIntegrable_of_Icc hL.le
  have i2 : IntervalIntegrable (fun x => (π / L) ^ 2 * u x ^ 2) MeasureTheory.volume 0 L :=
    (continuousOn_const.mul (hc.pow 2)).intervalIntegrable_of_Icc hL.le
  have hE : excess L u u' L = 2 * ((∫ x in (0 : ℝ)..L, u' x ^ 2 / 2)
      - π ^ 2 / (2 * L ^ 2) * (∫ x in (0 : ℝ)..L, u x ^ 2)) := by
    simp only [excess, wall, h.right]
    rw [intervalIntegral.integral_sub i1 i2,
      intervalIntegral.integral_const_mul, intervalIntegral.integral_div]
    ring
  have m0 : (0 : ℝ) ∈ Icc 0 L := ⟨le_rfl, hL.le⟩
  have mL : L ∈ Icc 0 L := ⟨hL.le, le_rfl⟩
  have hle := hmono m0 mL hL.le
  refine ⟨by linarith, fun heq => ?_, ?_⟩
  · -- equality: the excess is constant, so the square vanishes and u / sin is constant
    have hLz : excess L u u' L = 0 := by rw [hE, heq]; ring
    have hz : ∀ x ∈ Icc 0 L, excess L u u' x = 0 := fun x hx => by
      linarith [hmono hx mL hx.2, hmono m0 hx hx.1]
    have hq : ∀ x ∈ Ioo 0 L, HasDerivAt (fun t => u t / mode L t) 0 x := by
      intro x hx
      have h1 : HasDerivAt (excess L u u') 0 x :=
        (hasDerivAt_const x (0 : ℝ)).congr_of_eventuallyEq (by
          filter_upwards [Icc_mem_nhds hx.1 hx.2] with t ht using hz t ht)
      have h2 := sub_eq_zero.1 ((pow_eq_zero_iff two_ne_zero).1 ((hd x hx).unique h1))
      refine ((hu x hx).fun_div (hasDerivAt_mode L x) (hmpos x hx).ne').congr_deriv ?_
      rw [h2, div_mul_eq_mul_div, div_mul_cancel₀ _ (hmpos x hx).ne']
      ring
    have hmid : L / 2 ∈ Ioo 0 L := ⟨by linarith, by linarith⟩
    refine ⟨u (L / 2) / mode L (L / 2), fun x hx => ?_⟩
    change u x = _ * mode L x
    rcases eq_endpoints_or_mem_Ioo_of_mem_Icc hx with hx0 | hxL | hi
    · rw [hx0, h.left, hm0, mul_zero]
    · rw [hxL, h.right, hmL, mul_zero]
    · have hconst := isOpen_Ioo.is_const_of_deriv_eq_zero isPreconnected_Ioo
        (fun y hy => (hq y hy).differentiableAt.differentiableWithinAt)
        (fun y hy => (hq y hy).deriv) hi hmid
      exact (div_eq_iff (hmpos x hi).ne').1 hconst
  · -- for a multiple of the half-wave the square vanishes identically
    rintro ⟨c, hcs⟩
    have hanti : AntitoneOn (excess L u u') (Icc 0 L) := by
      refine antitoneOn_of_deriv_nonpos (convex_Icc 0 L) hcont hdiff fun x hx => ?_
      rw [interior_Icc] at hx
      have h1 : HasDerivAt u (c * (Real.cos (π * x / L) * (π / L))) x :=
        ((hasDerivAt_mode L x).const_mul c).congr_of_eventuallyEq (by
          filter_upwards [Icc_mem_nhds hx.1 hx.2] with t ht using hcs t ht)
      have h2 : u x = c * mode L x := hcs x (Ioo_subset_Icc_self hx)
      have h3 : π / L * Real.cos (π * x / L) / mode L x * (c * mode L x)
          = c * (Real.cos (π * x / L) * (π / L)) := by
        rw [div_mul_eq_mul_div, ← mul_assoc, mul_div_cancel_right₀ _ (hmpos x hx).ne']
        ring
      rw [(hd x hx).deriv, (hu x hx).unique h1, h2, h3, sub_self]
      norm_num
    linarith [hanti m0 mL hL.le]

end

end WeizsaeckerBox
```

```lean
#print axioms WeizsaeckerBox.weizsaecker_density
#print axioms WeizsaeckerBox.kinetic_box_bound
```

```
'WeizsaeckerBox.weizsaecker_density' depends on axioms: [propext, Classical.choice, Quot.sound]
'WeizsaeckerBox.kinetic_box_bound' depends on axioms: [propext, Classical.choice, Quot.sound]
```

## From the wall limit to the equality case

`mode` is $s$, `wall` is $W$ and `excess` is $F$. Lean's convention $0/0=0$ gives `wall` the value zero at the walls, which is also its limit.

- `mode_sign` and `hasDerivAt_mode` supply the sign and slope of the half-wave.
- `continuousWithinAt_sq_div` is the wall limit, written as $u$ times a ratio of difference quotients.
- `hasDerivAt_wall` completes the square. The product and quotient rules give the derivative, and `linear_combination` checks the algebra using $s\cdot s^{-1}=1$.
- `excess_growth` combines these with the fundamental theorem of calculus to give the continuity of $F$ and the formula for $F'$.

In `kinetic_box_bound`, `monotoneOn_of_deriv_nonneg` makes $F$ increasing, and `hE` identifies $F(L)$. Under equality, $F$ is squeezed between two zero end values; uniqueness of derivatives makes the square zero, and $u/s$ equals its value at the midpoint $L/2$. For the converse, the derivative of $F$ is zero, so $F$ is also decreasing. This gives $F(L)\le0$, which together with the bound is equality.
